# The Chebyshev polynomial Tₙ has degree at most n

Chebyshev polynomials serve in physics to expand functions of a Hamiltonian, and the degree of Tₙ limits the powers of the Hamiltonian that its term can contain. The lemma `natDegree_T_le` concerns only the polynomials: for every natural number n, Tₙ with real coefficients has degree at most n. No Hamiltonian or physical model enters the statement. The proof settles n = 0 and n = 1 directly, then uses the recurrence Tₙ₊₂ = 2X Tₙ₊₁ − Tₙ and the bounds already known for Tₙ₊₁ and Tₙ. For this it also needs the fact that 2X has degree at most 1.

In Lean, a first try:

```lean
import Mathlib

open Polynomial

namespace NatDegreeTLe

/-- The three-term recurrence of the Chebyshev polynomials, for natural degrees. -/
theorem T_step (n : ℕ) : Chebyshev.T ℝ ((n + 2 : ℕ) : ℤ) =
    C 2 * X * Chebyshev.T ℝ ((n + 1 : ℕ) : ℤ) - Chebyshev.T ℝ (n : ℤ) := by
  have hC : (C (2 : ℝ) : ℝ[X]) = 2 := map_ofNat C 2
  rw [hC]
  push_cast
  exact Chebyshev.T_add_two ℝ n

/-- The Chebyshev polynomial `T_n` has degree at most `n`. -/
theorem natDegree_T_le : ∀ n : ℕ, (Chebyshev.T ℝ n).natDegree ≤ n
  | 0 => by simp
  | 1 => by simp
  | n + 2 => by
    have h1 := natDegree_T_le (n + 1)
    have h0 := natDegree_T_le n
    rw [T_step]
    refine (natDegree_sub_le _ _).trans (max_le ?_ (by omega))
    have h2 : (C (2 : ℝ) * X).natDegree ≤ 1 := natDegree_C_mul_X_le 2
    exact natDegree_mul_le.trans (by omega)

end NatDegreeTLe
```

The error:

```
Main.lean:24:47: error(lean.unknownIdentifier): Unknown identifier `natDegree_C_mul_X_le`
```

Cause. The message means that Lean found no declaration called `natDegree_C_mul_X_le` under the names available at that point, even with `Polynomial` opened. The inequality `h2` is true, but the term offered as its proof refers to a lemma that Lean cannot find.

The repair uses `natDegree_C_mul_X` instead. This lemma says that a constant times `X` has degree exactly 1, provided the constant is not zero. It therefore needs a proof that 2 ≠ 0, which `two_ne_zero` supplies, and `(2 : ℝ)` makes explicit that the constant is real. The result is an equality, while `h2` asks for an inequality, so `.le` turns "equal to 1" into "at most 1". The statement of `h2` and the rest of the proof are unchanged.

After these edits no error is left:

```diff
@@ -22,5 +22,5 @@
     rw [T_step]
     refine (natDegree_sub_le _ _).trans (max_le ?_ (by omega))
-    have h2 : (C (2 : ℝ) * X).natDegree ≤ 1 := natDegree_C_mul_X_le 2
+    have h2 : (C (2 : ℝ) * X).natDegree ≤ 1 := (natDegree_C_mul_X (2 : ℝ) two_ne_zero).le
     exact natDegree_mul_le.trans (by omega)
 
```
